# The band energy of N independent, non-orthonormal orbitals is at least the sum of the N lowest generalized eigenvalues

Let \(H\) be a Hermitian and \(S\) a positive definite \(n\times n\) matrix, and let \(C\) be a complex \(n\times N\) matrix with linearly independent columns. Then

\[
E(C)=\operatorname{tr}\!\left[(C^\dagger S C)^{-1}\,C^\dagger H C\right]
\]

is real and at least \(e_0+\dots+e_{N-1}\), where \(e_0\le e_1\le\dots\le e_{n-1}\) are the eigenvalues of \(Hv=e\,Sv\), counted with multiplicity. The eigenvectors of the \(N\) lowest levels attain this value.

In an ultrasoft pseudopotential calculation with a finite basis, a fixed Hamiltonian and a positive definite overlap \(S\), linearly independent trial orbitals need not be orthonormal with respect to \(S\) for the bound to hold: their overlap-corrected energy \(E(C)\) is never below the sum of the \(N\) lowest eigenvalues in that basis. The bound concerns neither the self-consistent total energy nor a Hamiltonian that changes with the orbitals.

```lean
import Mathlib

open Matrix
open scoped ComplexOrder

namespace OverlapBandEnergy

noncomputable section

variable {n N : ℕ} {H S V : Matrix (Fin n) (Fin n) ℂ} {e : Fin n → ℝ}
```

## Band energy and generalized eigenbasis

The columns of \(C\) are the orbitals, expanded in \(n\) basis functions, each occupied once. The inverse of \(C^\dagger SC\) corrects for their mutual overlap. Where that matrix is singular, Lean's inverse is zero and the value has no physical meaning; independent columns exclude this when \(S\) is positive definite.

```lean
/-- The overlap-corrected band energy `tr((CᴴSC)⁻¹ CᴴHC)` of the orbitals in the columns of `C`; the
formula has this meaning only when `CᴴSC` is invertible. -/
def bandEnergy (H S : Matrix (Fin n) (Fin n) ℂ) (C : Matrix (Fin n) (Fin N) ℂ) : ℂ :=
  trace ((Cᴴ * S * C)⁻¹ * (Cᴴ * H * C))
```

A complete set of solutions is a square matrix \(V\) with

\[
V^\dagger SV=1,\qquad HV=SV\,\operatorname{diag}(e).
\]

Its columns are eigenvectors of unit norm in the overlap metric, and the levels `e` are real by type. Since \(V^\dagger(H-xS)V=\operatorname{diag}(e_k-x)\), the list \(e\) contains each root of \(\det(H-xS)\) with its multiplicity, a determinant argument given here in words only.

```lean
/-- The columns of `V` are a complete set of `S`-orthonormal solutions of the generalized
eigenvalue problem `H v = e S v`, with eigenvalues `e`. -/
structure IsEigenbasis (H S V : Matrix (Fin n) (Fin n) ℂ) (e : Fin n → ℝ) : Prop where
  orthonormal : Vᴴ * S * V = 1
  eigen : H * V = S * V * diagonal (fun k => (e k : ℂ))
```

A two-level example has basis functions of squared norm 1 and 2 with mutual overlap \(-1\), so \(S\) is positive definite. The eigenvalues are 1 and 2, with eigenvectors \((1,0)\) and \((1,1)\), both of unit \(S\)-norm. Lean checks the two matrix equations entry by entry.

```lean
/-- Two coupled levels with a non-trivial overlap matrix have the generalized eigenvalues
1 and 2, with the eigenvectors shown. -/
theorem isEigenbasis_witness :
    IsEigenbasis !![1, -1; -1, 3] !![1, -1; -1, 2] !![1, 1; 0, 1] ![1, 2] := by
  constructor <;> ext i j <;> fin_cases i <;> fin_cases j <;>
    norm_num [Matrix.mul_apply, Fin.sum_univ_succ, Matrix.diagonal_apply,
      Matrix.conjTranspose_apply]
```

## Constructing the eigenbasis

Selecting columns \(f(0),\dots,f(N-1)\) of \(V\) selects the corresponding entries of \(V^\dagger XV\), for any operator \(X\). In Lean the selected orbitals are `V.submatrix id f`.

```lean
/-- The matrix elements of an operator between selected orbitals are the selected entries
of its full matrix. -/
lemma select_elements (X V : Matrix (Fin n) (Fin n) ℂ) (f : Fin N → Fin n) :
    (V.submatrix id f)ᴴ * X * V.submatrix id f = (Vᴴ * X * V).submatrix f f := by
  ext i j
  simp only [Matrix.mul_apply, Matrix.submatrix_apply, Matrix.conjTranspose_apply, id]
```

The spectral theorem supplies, for Hermitian \(A\), a matrix \(U\) with \(U^\dagger U=1\) and \(AU=U\operatorname{diag}(a)\), where \(a\) lists the real eigenvalues. The lemma puts Mathlib's version into this matrix form.

```lean
/-- A Hermitian matrix is diagonalized by a unitary matrix. -/
lemma exists_unitary {A : Matrix (Fin n) (Fin n) ℂ} (hA : A.IsHermitian) :
    ∃ U : Matrix (Fin n) (Fin n) ℂ, Uᴴ * U = 1 ∧
      A * U = U * diagonal (fun k => (hA.eigenvalues k : ℂ)) := by
  refine ⟨hA.eigenvectorUnitary, mem_unitaryGroup_iff'.1 hA.eigenvectorUnitary.2, ?_⟩
  ext i j
  have h := congrFun (hA.mulVec_eigenvectorBasis j) i
  rw [Pi.smul_apply, Complex.real_smul, mul_comm] at h
  rw [Matrix.mul_diagonal]
  exact h
```

Apply this to the overlap: \(SU=U\operatorname{diag}(s)\). Positive definiteness says that every nonzero orbital has a positive squared norm \(v^\dagger Sv\), so all \(s_k>0\). With \(R=\operatorname{diag}(s_k^{-1/2})\) and \(W=UR\),

\[
W^\dagger SW=R\operatorname{diag}(s)R=1 .
\]

The matrix \(K=W^\dagger HW\) is Hermitian, so \(KQ=Q\operatorname{diag}(\varepsilon)\) with \(Q^\dagger Q=1\). For \(WQ\) this gives \((WQ)^\dagger S(WQ)=Q^\dagger Q=1\). Because the matrices are square, \(W^\dagger SW=1\) also implies \(SWW^\dagger=1\), and hence

\[
HWQ=SWW^\dagger HWQ=SWKQ=S(WQ)\operatorname{diag}(\varepsilon).
\]

Sorting the columns by energy yields \(V\) and \(e\). In the code, `hWS`, `h1` and `h2` are these three identities, and `Tuple.sort` does the ordering.

```lean
/-- For Hermitian `H` and positive definite `S` there is a complete `S`-orthonormal set of
generalized eigenvectors, ordered by increasing eigenvalue. -/
theorem exists_eigenbasis (hH : H.IsHermitian) (hS : S.PosDef) :
    ∃ V e, Monotone e ∧ IsEigenbasis H S V e := by
  obtain ⟨U, hU, hSU⟩ := exists_unitary hS.1
  -- rescale the eigenvectors of the overlap to unit norm
  obtain ⟨R, hR⟩ : ∃ R : Matrix (Fin n) (Fin n) ℂ, R = diagonal
      (fun k => (((Real.sqrt (hS.1.eigenvalues k))⁻¹ : ℝ) : ℂ)) := ⟨_, rfl⟩
  have hRh : Rᴴ = R := by
    rw [hR, Matrix.diagonal_conjTranspose]
    congr 1
    funext k
    exact Complex.conj_ofReal _
  have key : ∀ t x : ℝ, 0 < t → t * t = x → t⁻¹ * x * t⁻¹ = 1 := by
    rintro t _ ht rfl
    field_simp
  have hRR : R * diagonal (fun k => (hS.1.eigenvalues k : ℂ)) * R = 1 := by
    rw [hR, diagonal_mul_diagonal, diagonal_mul_diagonal, ← diagonal_one]
    congr 1
    funext k
    have hs := hS.eigenvalues_pos k
    exact_mod_cast key _ _ (Real.sqrt_pos.2 hs) (Real.mul_self_sqrt hs.le)
  obtain ⟨W, hW⟩ : ∃ W, W = U * R := ⟨_, rfl⟩
  have hWS : Wᴴ * (S * W) = 1 := by
    calc Wᴴ * (S * W) = R * (Uᴴ * (S * U)) * R := by
          rw [hW, conjTranspose_mul, hRh]; simp only [Matrix.mul_assoc]
      _ = 1 := by rw [hSU, ← Matrix.mul_assoc Uᴴ, hU, Matrix.one_mul, hRR]
  -- diagonalize the Hamiltonian in the orthonormalized basis
  have hK : (Wᴴ * H * W).IsHermitian := by
    change (Wᴴ * H * W)ᴴ = _
    simp only [conjTranspose_mul, conjTranspose_conjTranspose, hH.eq, Matrix.mul_assoc]
  obtain ⟨Q, hQ, hKQ⟩ := exists_unitary hK
  have h1 : (W * Q)ᴴ * S * (W * Q) = 1 := by
    calc (W * Q)ᴴ * S * (W * Q) = Qᴴ * (Wᴴ * (S * W)) * Q := by
          simp only [conjTranspose_mul, Matrix.mul_assoc]
      _ = 1 := by rw [hWS, Matrix.mul_one, hQ]
  have h2 : H * (W * Q) = S * (W * Q) * diagonal (fun k => (hK.eigenvalues k : ℂ)) := by
    calc H * (W * Q) = (S * W * Wᴴ) * (H * (W * Q)) := by
          rw [mul_eq_one_comm.mp hWS, Matrix.one_mul]
      _ = S * W * (Wᴴ * H * W * Q) := by simp only [Matrix.mul_assoc]
      _ = _ := by rw [hKQ]; simp only [Matrix.mul_assoc]
  -- sort the levels
  refine ⟨(W * Q).submatrix id (Tuple.sort hK.eigenvalues), _,
    Tuple.monotone_sort hK.eigenvalues, ?_, ?_⟩
  · rw [select_elements, h1, submatrix_one _ (Equiv.injective _)]
  · ext i j
    have h := congrFun (congrFun h2 i) (Tuple.sort hK.eigenvalues j)
    rw [Matrix.mul_diagonal] at h ⊢
    exact h
```

Multiplying the eigenvalue equation by \(V^\dagger\) gives \(V^\dagger HV=V^\dagger SV\operatorname{diag}(e)=\operatorname{diag}(e)\).

```lean
/-- The Hamiltonian is diagonal in its generalized eigenbasis. -/
lemma IsEigenbasis.diagonalizes (hV : IsEigenbasis H S V e) :
    Vᴴ * H * V = diagonal (fun k => (e k : ℂ)) := by
  rw [Matrix.mul_assoc, hV.eigen, ← Matrix.mul_assoc, ← Matrix.mul_assoc,
    hV.orthonormal, Matrix.one_mul]
```

## Mixing the orbitals

The energy depends only on the space that the orbitals span. Replace \(C\) by \(CA\) with \(A\) invertible, and write \(G=(C^\dagger SC)^{-1}\) and \(K=C^\dagger HC\), reusing the letter \(K\). Then

\[
E(CA)=\operatorname{tr}\!\left[A^{-1}G(A^\dagger)^{-1}A^\dagger KA\right]
=\operatorname{tr}[GKAA^{-1}]=E(C).
\]

The `calc` block follows this line. The bound below does not use it.

```lean
/-- The band energy is unchanged when the orbitals are mixed by an invertible matrix. -/
theorem bandEnergy_mix (C : Matrix (Fin n) (Fin N) ℂ) {A : Matrix (Fin N) (Fin N) ℂ}
    (hA : IsUnit A.det) : bandEnergy H S (C * A) = bandEnergy H S C := by
  have h1 : ∀ X : Matrix (Fin n) (Fin n) ℂ,
      (C * A)ᴴ * X * (C * A) = Aᴴ * (Cᴴ * X * C) * A := fun X => by
    simp only [conjTranspose_mul, Matrix.mul_assoc]
  have hA' : IsUnit (Aᴴ).det := by rw [det_conjTranspose]; exact hA.star
  unfold bandEnergy
  rw [h1, h1, Matrix.mul_inv_rev, Matrix.mul_inv_rev]
  generalize (Cᴴ * S * C)⁻¹ = G
  generalize Cᴴ * H * C = K
  calc trace (A⁻¹ * (G * Aᴴ⁻¹) * (Aᴴ * K * A))
      = trace (A⁻¹ * (G * (Aᴴ⁻¹ * Aᴴ) * K * A)) := by simp only [Matrix.mul_assoc]
    _ = trace (A⁻¹ * (G * K * A)) := by rw [nonsing_inv_mul _ hA', Matrix.mul_one]
    _ = trace (G * K * (A * A⁻¹)) := by rw [trace_mul_comm, Matrix.mul_assoc]
    _ = trace (G * K) := by rw [mul_nonsing_inv _ hA, Matrix.mul_one]
```

## Occupations of the generalized eigenvectors

Let \(D\) be an \(n\times N\) matrix with \(D^\dagger D\) invertible, and set \(P=D(D^\dagger D)^{-1}D^\dagger\). Then \(P^\dagger=P\) and \(P^2=P\), so

\[
P_{kk}=(P^\dagger P)_{kk}=\sum_j|P_{jk}|^2\ \ge\ P_{kk}^2 .
\]

Thus \(w_k=P_{kk}\) is real and lies between 0 and 1. By cyclicity,

\[
\sum_k w_k=\operatorname{tr}\!\left[(D^\dagger D)^{-1}D^\dagger D\right]=N .
\]

In Lean, `hw` is the sum of squares, and `nlinarith` derives \(w_k\le1\) from \(w_k^2\le w_k\).

```lean
/-- The projector onto `N` independent vectors has diagonal entries between 0 and 1
that add up to `N`. -/
lemma projector_weights (D : Matrix (Fin n) (Fin N) ℂ) (hG : IsUnit (Dᴴ * D).det) :
    ∃ w : Fin n → ℝ, (∀ k, 0 ≤ w k ∧ w k ≤ 1) ∧ ∑ k, w k = N ∧
      ∀ k, (D * (Dᴴ * D)⁻¹ * Dᴴ) k k = w k := by
  obtain ⟨P, hP⟩ : ∃ P, P = D * (Dᴴ * D)⁻¹ * Dᴴ := ⟨_, rfl⟩
  have hPh : Pᴴ = P := by
    simp only [hP, conjTranspose_mul, conjTranspose_nonsing_inv,
      conjTranspose_conjTranspose, Matrix.mul_assoc]
  have hPP : P * P = P := by
    calc P * P = D * ((Dᴴ * D)⁻¹ * (Dᴴ * D)) * (Dᴴ * D)⁻¹ * Dᴴ := by
          simp only [hP, Matrix.mul_assoc]
      _ = P := by rw [nonsing_inv_mul _ hG, Matrix.mul_one, hP]
  -- each diagonal entry is the squared norm of a column
  have hw : ∀ k, P k k = ((∑ j, Complex.normSq (P j k) : ℝ) : ℂ) := fun k => by
    calc P k k = (Pᴴ * P) k k := by rw [hPh, hPP]
      _ = ∑ j, Pᴴ k j * P j k := Matrix.mul_apply
      _ = ∑ j, (Complex.normSq (P j k) : ℂ) := Finset.sum_congr rfl fun j _ =>
          (Complex.normSq_eq_conj_mul_self (z := P j k)).symm
      _ = _ := by push_cast; rfl
  rw [← hP]
  refine ⟨fun k => ∑ j, Complex.normSq (P j k), fun k => ?_, ?_, hw⟩
  · have h0 : 0 ≤ ∑ j, Complex.normSq (P j k) :=
      Finset.sum_nonneg fun j _ => Complex.normSq_nonneg _
    have h1 : Complex.normSq (P k k) ≤ ∑ j, Complex.normSq (P j k) :=
      Finset.single_le_sum (f := fun j => Complex.normSq (P j k))
        (fun j _ => Complex.normSq_nonneg _) (Finset.mem_univ k)
    rw [hw k, Complex.normSq_ofReal] at h1
    refine ⟨h0, ?_⟩
    by_contra h
    nlinarith [not_le.1 h]
  · have ht : trace P = (N : ℂ) := by
      rw [hP, Matrix.mul_assoc, trace_mul_comm, Matrix.mul_assoc, nonsing_inv_mul _ hG,
        trace_one, Fintype.card_fin]
    have hs : ((∑ k, ∑ j, Complex.normSq (P j k) : ℝ) : ℂ) = (N : ℂ) := by
      rw [← ht, Complex.ofReal_sum]
      exact Finset.sum_congr rfl fun k _ => (hw k).symm
    exact_mod_cast hs
```

Now expand the orbitals in the eigenbasis. With \(D=V^\dagger SC\), the identity \(VV^\dagger S=1\) gives \(C=VD\), so

\[
C^\dagger SC=D^\dagger D,\qquad C^\dagger HC=D^\dagger\operatorname{diag}(e)D .
\]

If \(D^\dagger Dv=0\), then \(\|Dv\|^2=0\), so \(Cv=VDv=0\), and independence of the columns forces \(v=0\). Hence \(D^\dagger D\) is invertible, and

\[
E(C)=\operatorname{tr}\!\left[(D^\dagger D)^{-1}D^\dagger\operatorname{diag}(e)D\right]
=\operatorname{tr}[P\operatorname{diag}(e)]=\sum_k w_ke_k .
\]

The energy is therefore real. The hypothesis `LinearIndependent ℂ C.col` enters only through `hG`, and `trace_mul_comm` performs the cyclic step.

```lean
/-- The band energy of independent orbitals is a weighted sum of the generalized eigenvalues, with
occupations between 0 and 1 that add up to the number of orbitals. -/
theorem bandEnergy_eq_sum (hV : IsEigenbasis H S V e) {C : Matrix (Fin n) (Fin N) ℂ}
    (hC : LinearIndependent ℂ C.col) :
    ∃ w : Fin n → ℝ, (∀ k, 0 ≤ w k ∧ w k ≤ 1) ∧ ∑ k, w k = N ∧
      bandEnergy H S C = ((∑ k, w k * e k : ℝ) : ℂ) := by
  -- expand the orbitals in the eigenbasis
  obtain ⟨D, hD⟩ : ∃ D, D = Vᴴ * S * C := ⟨_, rfl⟩
  have hCD : C = V * D := by
    rw [hD, ← Matrix.mul_assoc, mul_eq_one_comm.mp hV.orthonormal, Matrix.one_mul]
  have hX : ∀ X : Matrix (Fin n) (Fin n) ℂ, Cᴴ * X * C = Dᴴ * (Vᴴ * X * V) * D :=
    fun X => by rw [hCD]; simp only [conjTranspose_mul, Matrix.mul_assoc]
  have hG : IsUnit (Dᴴ * D).det := isUnit_iff_ne_zero.2 fun h0 => by
    obtain ⟨v, hv, h⟩ := Matrix.exists_mulVec_eq_zero_iff.2 h0
    have hDv := (Matrix.conjTranspose_mul_self_mulVec_eq_zero D v).1 h
    have hCv : C *ᵥ v = 0 := by rw [hCD, ← Matrix.mulVec_mulVec, hDv, Matrix.mulVec_zero]
    exact hv (Matrix.mulVec_injective_iff.2 hC (by rw [hCv, Matrix.mulVec_zero]))
  obtain ⟨w, hw, hs, hP⟩ := projector_weights D hG
  refine ⟨w, hw, hs, ?_⟩
  unfold bandEnergy
  rw [hX, hX, hV.orthonormal, hV.diagonalizes, Matrix.mul_one, ← Matrix.mul_assoc,
    trace_mul_comm, ← Matrix.mul_assoc, ← Matrix.mul_assoc, Complex.ofReal_sum]
  refine Finset.sum_congr rfl fun k _ => ?_
  rw [Matrix.diag_apply, Matrix.mul_diagonal, hP, Complex.ofReal_mul]
```

## Filling the lowest levels

Choose \(\mu\) with \(e_i\le\mu\) for \(i<N\) and \(\mu\le e_k\) for \(k\ge N\). For \(N\ge1\), \(\mu=e_{N-1}\) works; for \(N=0\) take \(e_0\), or any number if there are no levels. Since \(0\le w_k\le1\),

\[
e_i\le w_ie_i+(1-w_i)\mu\quad(i<N),\qquad w_k\mu\le w_ke_k\quad(k\ge N).
\]

Sum the first set and use \(N-\sum_{i<N}w_i=\sum_{k\ge N}w_k\):

\[
\sum_{i<N}e_i\le\sum_{i<N}w_ie_i+\mu\sum_{k\ge N}w_k\le\sum_kw_ke_k .
\]

The code writes \(n=N+M\), so that `Fin.castAdd` labels the lower levels and `Fin.natAdd` the upper ones. The summed inequalities are `a` and `b`, and `linarith` combines them with `c`, the electron count multiplied by \(\mu\).

```lean
/-- Occupations between 0 and 1 that add up to `N` give at least the sum of the `N` lowest
levels. -/
lemma lowest_le_weighted (hN : N ≤ n) (he : Monotone e) {w : Fin n → ℝ}
    (hw : ∀ k, 0 ≤ w k ∧ w k ≤ 1) (hs : ∑ k, w k = N) :
    ∑ i : Fin N, e (Fin.castLE hN i) ≤ ∑ k, w k * e k := by
  obtain ⟨M, rfl⟩ := Nat.exists_eq_add_of_le hN
  change ∑ i : Fin N, e (Fin.castAdd M i) ≤ _
  -- a level that separates the lowest `N` from the rest
  obtain ⟨μ, h1, h2⟩ : ∃ μ, (∀ i : Fin N, e (Fin.castAdd M i) ≤ μ) ∧
      ∀ j : Fin M, μ ≤ e (Fin.natAdd N j) := by
    rcases Nat.eq_zero_or_pos (N + M) with h0 | h0
    · exact ⟨0, fun i => absurd i.isLt (by omega), fun j => absurd j.isLt (by omega)⟩
    · refine ⟨e ⟨N - 1, by omega⟩, fun i => he ?_, fun j => he ?_⟩
      · have := i.isLt
        change i.val ≤ N - 1
        omega
      · change N - 1 ≤ N + j.val
        omega
  have a : ∑ i : Fin N, e (Fin.castAdd M i) ≤ ∑ i : Fin N,
      (w (Fin.castAdd M i) * e (Fin.castAdd M i) + (μ - w (Fin.castAdd M i) * μ)) :=
    Finset.sum_le_sum fun i _ => by
      nlinarith [mul_nonneg (sub_nonneg.2 (hw (Fin.castAdd M i)).2) (sub_nonneg.2 (h1 i))]
  have b : ∑ j : Fin M, w (Fin.natAdd N j) * μ ≤
      ∑ j : Fin M, w (Fin.natAdd N j) * e (Fin.natAdd N j) :=
    Finset.sum_le_sum fun j _ => mul_le_mul_of_nonneg_left (h2 j) (hw _).1
  rw [Finset.sum_add_distrib, Finset.sum_sub_distrib, ← Finset.sum_mul, Finset.sum_const,
    Finset.card_univ, Fintype.card_fin, nsmul_eq_mul] at a
  rw [← Finset.sum_mul] at b
  rw [Fin.sum_univ_add] at hs ⊢
  have c := congrArg (· * μ) hs
  simp only [add_mul] at c
  linarith
```

## Equality for eigenvectors

For distinct eigenvectors, selected by an injective \(f\), the overlap matrix is the identity and the Hamiltonian matrix is \(\operatorname{diag}(e_{f(i)})\). The energy is \(\sum_i e_{f(i)}\), whether or not the chosen levels are the lowest.

```lean
/-- The band energy of distinct columns of an `S`-orthonormal eigenbasis is the sum of their
eigenvalues. -/
theorem bandEnergy_eigenvectors (hV : IsEigenbasis H S V e) {f : Fin N → Fin n}
    (hf : Function.Injective f) :
    bandEnergy H S (V.submatrix id f) = ∑ i, (e (f i) : ℂ) := by
  unfold bandEnergy
  rw [select_elements, select_elements, hV.orthonormal, hV.diagonalizes,
    submatrix_one f hf, submatrix_diagonal _ f hf]
  simp only [inv_one, Matrix.one_mul, Matrix.trace_diagonal, Function.comp_apply]
```

## The minimum

The final theorem assumes only that \(H\) is Hermitian and \(S\) positive definite. It provides one ordered eigenbasis that serves every \(N\le n\). `Fin.castLE hN i` is the orbital index \(i\) read as a level index, so the sum runs over \(e_0,\dots,e_{N-1}\). The conclusion has three parts:

- For every \(C\) with independent columns, the imaginary part of the energy is zero and its real part is at least that sum.
- The lowest \(N\) eigenvectors are themselves independent.
- Their energy equals the sum.

The first part joins the occupation formula to the filling inequality. For the second, let \(V_N\) hold the first \(N\) columns of \(V\). If \(V_Nx=V_Ny\), multiplying by \(V_N^\dagger S\) gives \(x=y\). The third is the preceding result with \(f(i)=i\).

```lean
/-- For Hermitian `H` and positive definite `S`, the band energy of any `N` independent
orbitals is real and at least the sum of the `N` lowest generalized eigenvalues, counted with
multiplicity; the corresponding eigenvectors are independent and attain this sum. -/
theorem bandEnergy_minimum (hH : H.IsHermitian) (hS : S.PosDef) :
    ∃ V e, Monotone e ∧ IsEigenbasis H S V e ∧ ∀ (N : ℕ) (hN : N ≤ n),
      (∀ C : Matrix (Fin n) (Fin N) ℂ, LinearIndependent ℂ C.col →
        (bandEnergy H S C).im = 0 ∧
        ∑ i : Fin N, e (Fin.castLE hN i) ≤ (bandEnergy H S C).re) ∧
      LinearIndependent ℂ (V.submatrix id (Fin.castLE hN)).col ∧
      bandEnergy H S (V.submatrix id (Fin.castLE hN)) =
        ∑ i : Fin N, (e (Fin.castLE hN i) : ℂ) := by
  obtain ⟨V, e, he, hV⟩ := exists_eigenbasis hH hS
  refine ⟨V, e, he, hV, fun N hN => ⟨fun C hC => ?_, ?_, ?_⟩⟩
  · obtain ⟨w, hw, hs, hE⟩ := bandEnergy_eq_sum hV hC
    rw [hE, Complex.ofReal_im, Complex.ofReal_re]
    exact ⟨rfl, lowest_le_weighted hN he hw hs⟩
  · -- orthonormality in the overlap metric gives independence
    have h1 := select_elements S V (Fin.castLE hN)
    rw [hV.orthonormal, submatrix_one _ (Fin.castLE_injective hN)] at h1
    refine Matrix.mulVec_injective_iff.1 fun x y hxy => ?_
    have h2 := congrArg (fun z => ((V.submatrix id (Fin.castLE hN))ᴴ * S) *ᵥ z) hxy
    simpa only [Matrix.mulVec_mulVec, h1, Matrix.one_mulVec] using h2
  · exact bandEnergy_eigenvectors hV (Fin.castLE_injective hN)

end

end OverlapBandEnergy
```

```lean
#print axioms OverlapBandEnergy.bandEnergy_mix
#print axioms OverlapBandEnergy.bandEnergy_minimum
```

```
'OverlapBandEnergy.bandEnergy_mix' depends on axioms: [propext, Classical.choice, Quot.sound]
'OverlapBandEnergy.bandEnergy_minimum' depends on axioms: [propext, Classical.choice, Quot.sound]
```
